# For one donor and mutually uncoupled higher-lying acceptors, the charge-transfer stabilization lies between the summed deletion energies and the summed second-order energies

A donor orbital has energy 0, which fixes the origin of the energy scale. Acceptor orbital \(i\) has energy \(D_i\) and couples to the donor by a real matrix element \(v_i\) of either sign. The acceptors do not couple to each other, and the orbitals are orthonormal. For a finite set \(S\) of acceptors, the Hamiltonian keeps the donor and the acceptors in \(S\), and \(L(S)\) is minus its lowest eigenvalue, that is, the stabilization per electron in the lowest level. For \(i\) in the full set \(A\), three energies are compared:

- the deletion energy \(L(A)-L(A\setminus i)\), lost when acceptor \(i\) is removed;
- the isolated-pair energy \(L(\{i\})\), with \(i\) as sole acceptor;
- the second-order energy \(v_i^2/D_i\), which is minus the second-order shift of the donor level.

If all \(D_i>0\), then

\[
\sum_{i\in A}\bigl(L(A)-L(A\setminus i)\bigr)\le L(A)\le\sum_{i\in A}L(\{i\})\le\sum_{i\in A}\frac{v_i^2}{D_i}.
\]

For deletion analysis of orbital interactions, this gives the sign of the non-additivity within a non-interacting one-donor model. Electron repulsion, self-consistent relaxation, several donors and a continuum of acceptors are left out.

```lean
import Mathlib

open Matrix

namespace ChargeTransferDeletion

noncomputable section

variable {ι : Type*} [DecidableEq ι]
```

In Lean, `ι` labels the acceptors, `S` is a `Finset ι`, and the matrix is indexed by `Option S`: `none` is the donor and `some i` is acceptor \(i\).

```lean
/-- Hamiltonian of a donor at energy zero (index `none`) coupled by `v i` to mutually
uncoupled acceptors at energies `D i`, with only the acceptors in `S` kept. -/
def hamiltonian (v D : ι → ℝ) (S : Finset ι) : Matrix (Option S) (Option S) ℝ :=
  Matrix.of fun p q => match p, q with
    | none, none => 0
    | none, some j => v j
    | some i, none => v i
    | some i, some j => if i = j then D i else 0
```

An energy level is a real number with a nonzero real eigenvector.

```lean
/-- The energy levels: the real eigenvalues of the Hamiltonian with acceptor set `S`. -/
def energies (v D : ι → ℝ) (S : Finset ι) : Set ℝ :=
  {E | ∃ x : Option S → ℝ, x ≠ 0 ∧ hamiltonian v D S *ᵥ x = E • x}
```

\(L(S)\) is defined through an infimum, which `stabilization_spec` below shows to be attained.

```lean
/-- The charge-transfer stabilization `L(S)`: minus the infimum of the energy levels. -/
def stabilization (v D : ι → ℝ) (S : Finset ι) : ℝ := -sInf (energies v D S)
```

## Acceptors that do not couple to each other

This assumption is built into `hamiltonian`: its acceptor block is diagonal. Physically, charge reaches each acceptor only from the donor. With donor amplitude \(x_0\) and acceptor amplitudes \(x_i\), the eigenvalue equation at energy \(E\) reads

\[
\sum_{i\in S}v_ix_i=Ex_0,\qquad v_ix_0+D_ix_i=Ex_i .
\]

Each acceptor equation contains only its own amplitude and the donor's, so the acceptors can be eliminated one at a time. The theorem `eigen_iff` states these equations, and its proof expands the matrix-vector product.

```lean
/-- The eigenvalue equation in components: one equation for the donor amplitude and one
for each acceptor amplitude. -/
theorem eigen_iff (v D : ι → ℝ) (S : Finset ι) (x : Option S → ℝ) (E : ℝ) :
    hamiltonian v D S *ᵥ x = E • x ↔
      (∑ i : S, v i * x (some i) = E * x none) ∧
        ∀ i : S, v i * x none + D i * x (some i) = E * x (some i) := by
  rw [funext_iff, Option.forall]
  simp [hamiltonian, Matrix.mulVec, dotProduct, Fintype.sum_option]
```

With coupling between acceptors the first two inequalities can fail. Take two acceptors at the same energy \(D>0\), with \(v_1\ne0\), \(v_2=0\) and a mutual coupling \(w\), where \(0<|w|<D\). The second acceptor stabilizes the first, so \(L(A)>L(\{1\})\), while \(L(\{2\})=0\). The isolated-pair energies then sum to less than \(L(A)\), and the deletion energies sum to \(2L(A)-L(\{1\})>L(A)\).

## Acceptor energies above the donor

The hypothesis `hD : ∀ i, 0 < D i` says that every acceptor lies above the donor. It is stated for all labels in `ι`, though only those in the set matter.

By hand, it keeps every denominator positive. Put \(E=-L\) with \(L\ge0\). Then \(D_i+L>0\) and \(x_i=-v_ix_0/(D_i+L)\). If \(x_0\) were zero, all amplitudes would vanish, so \(x_0\neq0\), and the donor equation becomes the secular equation

\[
L=\sum_{i\in S}\frac{v_i^2}{D_i+L}.
\]

To find a root, let \(B=\sum_{i\in S}v_i^2/D_i\). The function \(L-\sum_{i\in S} v_i^2/(D_i+L)\) is continuous on \([0,B]\), equals \(-B\le0\) at \(L=0\), and is nonnegative at \(L=B\), because there each term of the sum is at most \(v_i^2/D_i\). It therefore vanishes somewhere in between. In `exists_secular_root`, `hcont` is the continuity, `hle` is the sign at \(B\), and `intermediate_value_Icc` supplies the root.

```lean
omit [DecidableEq ι] in
/-- For acceptors above the donor, the secular equation `L = ∑ v i ^ 2 / (D i + L)` has a
nonnegative solution. -/
theorem exists_secular_root {v D : ι → ℝ} (hD : ∀ i, 0 < D i) (S : Finset ι) :
    ∃ L : ℝ, 0 ≤ L ∧ L = ∑ i ∈ S, v i ^ 2 / (D i + L) := by
  have hB : 0 ≤ ∑ i ∈ S, v i ^ 2 / D i :=
    Finset.sum_nonneg fun i _ => div_nonneg (sq_nonneg _) (hD i).le
  have hcont : ContinuousOn (fun L : ℝ => L - ∑ i ∈ S, v i ^ 2 / (D i + L))
      (Set.Icc 0 (∑ i ∈ S, v i ^ 2 / D i)) :=
    continuousOn_id.sub (continuousOn_finsetSum S fun i _ =>
      continuousOn_const.div (continuousOn_const.add continuousOn_id)
        fun x hx => ne_of_gt (add_pos_of_pos_of_nonneg (hD i) hx.1))
  have hle : ∑ i ∈ S, v i ^ 2 / (D i + ∑ j ∈ S, v j ^ 2 / D j) ≤ ∑ i ∈ S, v i ^ 2 / D i :=
    Finset.sum_le_sum fun i _ =>
      div_le_div_of_nonneg_left (sq_nonneg _) (hD i) (by linarith)
  -- the secular function is at most zero at `0` and nonnegative at the second-order energy
  obtain ⟨L, hL, h⟩ := intermediate_value_Icc hB hcont
    (show (0 : ℝ) ∈ Set.Icc _ _ from ⟨by simpa using hB, sub_nonneg.mpr hle⟩)
  exact ⟨L, hL.1, sub_eq_zero.mp h⟩
```

Such a root gives the lowest level. The amplitudes \(x_0=1\), \(x_i=-v_i/(D_i+L)\) solve both component equations at \(E=-L\); division by \(\sqrt{1+\sum_{i\in S} v_i^2/(D_i+L)^2}\) normalises them. Suppose some eigenvalue had \(E<-L\). Then \(D_i-E>D_i+L>0\), and the same elimination gives

\[
-E=\sum_{i\in S}\frac{v_i^2}{D_i-E}\le\sum_{i\in S}\frac{v_i^2}{D_i+L}=L,
\]

which contradicts \(-E>L\). The two halves of `isLeast_of_secular` are these two arguments. In the second half, `hc` eliminates the acceptors, `hn` shows that the donor amplitude is nonzero, and `hs` is the secular equation at \(E\).

```lean
/-- For acceptors above the donor, a nonnegative solution `L` of the secular equation gives
the lowest energy level `-L`. -/
theorem isLeast_of_secular {v D : ι → ℝ} (hD : ∀ i, 0 < D i) {S : Finset ι} {L : ℝ}
    (hL : 0 ≤ L) (h : L = ∑ i ∈ S, v i ^ 2 / (D i + L)) :
    IsLeast (energies v D S) (-L) := by
  constructor
  · -- the eigenvector has donor amplitude one
    refine ⟨fun p => p.elim 1 (fun i => -(v i / (D i + L))), ?_, ?_⟩
    · intro h0
      have := congrFun h0 none
      simp at this
    · rw [eigen_iff]
      refine ⟨?_, fun i => ?_⟩
      · have hs : ∑ i : S, v i * -(v i / (D i + L)) = -∑ i ∈ S, v i ^ 2 / (D i + L) := by
          rw [← Finset.sum_coe_sort S, ← Finset.sum_neg_distrib]
          exact Finset.sum_congr rfl fun i _ => by ring
        change ∑ i : S, v i * -(v i / (D i + L)) = -L * 1
        rw [hs, ← h]
        ring
      · have hq := div_mul_cancel₀ (v i) (by linarith [hD i] : 0 < D i + L).ne'
        change v i * 1 + D i * -(v i / (D i + L)) = -L * -(v i / (D i + L))
        linear_combination -hq
  · rintro E ⟨x, hx, hE⟩
    obtain ⟨h0, h1⟩ := (eigen_iff v D S x E).mp hE
    by_contra hcon
    have hlt : E < -L := not_le.mp hcon
    -- eliminate the acceptor amplitudes
    have hc : ∀ i : S, x (some i) = -(v i / (D i - E)) * x none := by
      intro i
      have hne := (by linarith [hD i] : 0 < D i - E).ne'
      have hq := div_mul_cancel₀ (v i) hne
      apply mul_right_cancel₀ hne
      linear_combination h1 i + x none * hq
    have hn : x none ≠ 0 := by
      intro hz
      apply hx
      funext p
      cases p with
      | none => exact hz
      | some i => rw [hc i, hz]; simp
    have hs : ∑ i ∈ S, v i ^ 2 / (D i - E) = -E := by
      apply mul_right_cancel₀ hn
      have h2 : -E * x none = -∑ i : S, v i * x (some i) := by rw [h0]; ring
      rw [h2, ← Finset.sum_coe_sort S, Finset.sum_mul, ← Finset.sum_neg_distrib]
      refine Finset.sum_congr rfl fun i _ => ?_
      rw [hc i]
      ring
    have hle : ∑ i ∈ S, v i ^ 2 / (D i - E) ≤ ∑ i ∈ S, v i ^ 2 / (D i + L) :=
      Finset.sum_le_sum fun i _ => div_le_div_of_nonneg_left (sq_nonneg _)
        (by linarith [hD i]) (by linarith)
    linarith
```

Together these results identify the root with `stabilization v D S`.

```lean
/-- For acceptors above the donor, `-L(S)` is the lowest energy level, and `L(S)` is
nonnegative and solves the secular equation. -/
theorem stabilization_spec {v D : ι → ℝ} (hD : ∀ i, 0 < D i) (S : Finset ι) :
    IsLeast (energies v D S) (-stabilization v D S) ∧ 0 ≤ stabilization v D S ∧
      stabilization v D S = ∑ i ∈ S, v i ^ 2 / (D i + stabilization v D S) := by
  obtain ⟨L, hL, h⟩ := exists_secular_root (v := v) hD S
  have hl := isLeast_of_secular hD hL h
  have e : stabilization v D S = L := by rw [stabilization, hl.csInf_eq, neg_neg]
  rw [e]
  exact ⟨hl, hL, h⟩
```

For acceptors above the donor, the secular equation also shows that \(L\) never decreases when acceptors are added; the variational principle gives the same for any acceptor energies. Let \(S\subseteq T\) and suppose \(L(T)<L(S)\). Then

\[
L(S)=\sum_{i\in S}\frac{v_i^2}{D_i+L(S)}\le\sum_{i\in S}\frac{v_i^2}{D_i+L(T)}\le\sum_{i\in T}\frac{v_i^2}{D_i+L(T)}=L(T),
\]

a contradiction. The first inequality is `h1` in the proof and the second is `h2`.

```lean
/-- For acceptors above the donor, enlarging the acceptor set never lowers the
stabilization. -/
theorem stabilization_mono {v D : ι → ℝ} (hD : ∀ i, 0 < D i) {S T : Finset ι}
    (hST : S ⊆ T) : stabilization v D S ≤ stabilization v D T := by
  obtain ⟨-, -, hS⟩ := stabilization_spec (v := v) hD S
  obtain ⟨-, hT0, hT⟩ := stabilization_spec (v := v) hD T
  by_contra hcon
  have hlt := not_le.mp hcon
  have h1 : ∑ i ∈ S, v i ^ 2 / (D i + stabilization v D S) ≤
      ∑ i ∈ S, v i ^ 2 / (D i + stabilization v D T) :=
    Finset.sum_le_sum fun i _ => div_le_div_of_nonneg_left (sq_nonneg _)
      (by linarith [hD i]) (by linarith)
  have h2 : ∑ i ∈ S, v i ^ 2 / (D i + stabilization v D T) ≤
      ∑ i ∈ T, v i ^ 2 / (D i + stabilization v D T) :=
    Finset.sum_le_sum_of_subset_of_nonneg hST fun i _ _ =>
      div_nonneg (sq_nonneg _) (by linarith [hD i])
  linarith
```

A sole acceptor below the donor breaks the last inequality of the chain: if \(D_i<0\), then \(L(\{i\})>0\), while \(v_i^2/D_i\le0\). At \(D_i=0\) with \(v_i\ne0\), the isolated-pair energy is \(|v_i|\) and the second-order expression has no finite value.

## An acceptor that belongs to the set

The hypothesis `hi : i ∈ A` says that acceptor \(i\) is present in the full system. Its share of the stabilization is \(v_i^2/(D_i+L(A))\), and by the secular equation the shares add up to \(L(A)\).

Write \(L=L(A)\) and \(L'=L(A\setminus i)\), so that \(L'\le L\). Because \(i\) is in \(A\), its term can be split off the secular equation of \(A\). Subtracting the equation of \(A\setminus i\) gives

\[
L-L'=\frac{v_i^2}{D_i+L}+\sum_{j\in A\setminus i}\left(\frac{v_j^2}{D_j+L}-\frac{v_j^2}{D_j+L'}\right)\le\frac{v_i^2}{D_i+L}.
\]

If \(i\) and at least one other acceptor in \(A\) couple to the donor, removing \(i\) raises the lowest level towards the remaining acceptors, and the terms of the coupled ones grow, which makes up part of the loss. Membership also gives \(L(\{i\})\le L(A)\), hence

\[
\frac{v_i^2}{D_i+L(A)}\le\frac{v_i^2}{D_i+L(\{i\})}=L(\{i\})\le\frac{v_i^2}{D_i}.
\]

In `acceptor_bounds`, `hsplit` splits off the term of \(i\), `hle` compares the remaining terms, and `hm` and `hm1` are the two uses of monotonicity.

```lean
/-- For acceptors above the donor, the share `v i ^ 2 / (D i + L(A))` of acceptor `i` in `A`
lies between its deletion energy and its stabilization as sole acceptor, which is at most
its second-order energy. -/
theorem acceptor_bounds {v D : ι → ℝ} (hD : ∀ i, 0 < D i) {A : Finset ι} {i : ι}
    (hi : i ∈ A) :
    stabilization v D A - stabilization v D (A.erase i) ≤
        v i ^ 2 / (D i + stabilization v D A) ∧
      v i ^ 2 / (D i + stabilization v D A) ≤ stabilization v D {i} ∧
      stabilization v D {i} ≤ v i ^ 2 / D i := by
  obtain ⟨-, -, hA⟩ := stabilization_spec (v := v) hD A
  obtain ⟨-, hE0, hE⟩ := stabilization_spec (v := v) hD (A.erase i)
  obtain ⟨-, h10, h1⟩ := stabilization_spec (v := v) hD {i}
  rw [Finset.sum_singleton] at h1
  have hm := stabilization_mono (v := v) hD (Finset.erase_subset i A)
  have hm1 := stabilization_mono (v := v) hD (Finset.singleton_subset_iff.mpr hi)
  refine ⟨?_, ?_, ?_⟩
  · -- the remaining acceptors contribute at least as much once `i` is gone
    have hsplit := Finset.add_sum_erase A
      (fun j => v j ^ 2 / (D j + stabilization v D A)) hi
    beta_reduce at hsplit
    have hle : ∑ j ∈ A.erase i, v j ^ 2 / (D j + stabilization v D A) ≤
        ∑ j ∈ A.erase i, v j ^ 2 / (D j + stabilization v D (A.erase i)) :=
      Finset.sum_le_sum fun j _ => div_le_div_of_nonneg_left (sq_nonneg _)
        (by linarith [hD j]) (by linarith)
    linarith
  · have := div_le_div_of_nonneg_left (sq_nonneg (v i))
      (by linarith [hD i] : 0 < D i + stabilization v D {i})
      (by linarith : D i + stabilization v D {i} ≤ D i + stabilization v D A)
    linarith
  · have := div_le_div_of_nonneg_left (sq_nonneg (v i)) (hD i)
      (by linarith : D i ≤ D i + stabilization v D {i})
    linarith
```

For an acceptor outside \(A\), the bound of the share by \(L(\{i\})\) can fail: with \(A\) empty and \(v_i\neq0\), the expression for the share is \(v_i^2/D_i\), which exceeds \(L(\{i\})\).

Summing the three bounds over \(A\) gives the chain, and `deletion_le_total_le_second_order` does this with `Finset.sum_le_sum`. For empty \(A\) every term is zero. For a single acceptor the first two inequalities are equalities.

```lean
/-- For acceptors above the donor, the deletion energies sum to at most the full
stabilization, which is at most the sum of the single-acceptor stabilizations, which is at
most the sum of the second-order energies. -/
theorem deletion_le_total_le_second_order {v D : ι → ℝ} (hD : ∀ i, 0 < D i)
    (A : Finset ι) :
    ∑ i ∈ A, (stabilization v D A - stabilization v D (A.erase i)) ≤ stabilization v D A ∧
      stabilization v D A ≤ ∑ i ∈ A, stabilization v D {i} ∧
      ∑ i ∈ A, stabilization v D {i} ≤ ∑ i ∈ A, v i ^ 2 / D i := by
  have hA := (stabilization_spec (v := v) hD A).2.2
  have h1 := Finset.sum_le_sum fun i (hi : i ∈ A) => (acceptor_bounds (v := v) hD hi).1
  have h2 := Finset.sum_le_sum fun i (hi : i ∈ A) => (acceptor_bounds (v := v) hD hi).2.1
  have h3 := Finset.sum_le_sum fun i (hi : i ∈ A) => (acceptor_bounds (v := v) hD hi).2.2
  exact ⟨h1.trans_eq hA.symm, hA.trans_le h2, h3⟩
```

## Two different acceptors with nonzero coupling

The hypotheses `hij`, `hvi` and `hvj` of `deletion_strict` say that two different acceptors \(i\) and \(j\) in \(A\) both interact with the donor, and so compete for its charge. The deletion energies then sum to strictly less than \(L(A)\).

By hand, \(v_i\neq0\) gives \(L'<L\): if the two were equal, subtracting their secular equations would leave \(v_i^2/(D_i+L)=0\). Since \(v_j\neq0\), the term of \(j\) in the formula for \(L-L'\) is then strictly negative. The deletion energy of \(i\) is strictly below its share, and the other deletion energies are at most theirs. In the proof, `hlt` is the first step, `hs` the second, and `hsum` adds the acceptors.

If only one acceptor couples, its deletion energy is all of \(L(A)\), the others have deletion energy zero, and equality holds.

```lean
/-- For acceptors above the donor, if two different acceptors in `A` have nonzero coupling,
the deletion energies sum to strictly less than the full stabilization. -/
theorem deletion_strict {v D : ι → ℝ} (hD : ∀ i, 0 < D i) {A : Finset ι} {i j : ι}
    (hi : i ∈ A) (hj : j ∈ A) (hij : j ≠ i) (hvi : v i ≠ 0) (hvj : v j ≠ 0) :
    ∑ k ∈ A, (stabilization v D A - stabilization v D (A.erase k)) <
      stabilization v D A := by
  obtain ⟨-, hA0, hA⟩ := stabilization_spec (v := v) hD A
  obtain ⟨-, hE0, hE⟩ := stabilization_spec (v := v) hD (A.erase i)
  have hi2 : 0 < v i ^ 2 := by positivity
  have hj2 : 0 < v j ^ 2 := by positivity
  have hsplit := Finset.add_sum_erase A
    (fun k => v k ^ 2 / (D k + stabilization v D A)) hi
  beta_reduce at hsplit
  have hpos : 0 < v i ^ 2 / (D i + stabilization v D A) :=
    div_pos hi2 (by linarith [hD i])
  -- deleting a coupled acceptor strictly lowers the stabilization
  have hlt : stabilization v D (A.erase i) < stabilization v D A := by
    refine lt_of_le_of_ne (stabilization_mono hD (Finset.erase_subset i A)) fun he => ?_
    rw [he] at hE
    linarith
  have hs : ∑ k ∈ A.erase i, v k ^ 2 / (D k + stabilization v D A) <
      ∑ k ∈ A.erase i, v k ^ 2 / (D k + stabilization v D (A.erase i)) :=
    Finset.sum_lt_sum
      (fun k _ => div_le_div_of_nonneg_left (sq_nonneg _)
        (by linarith [hD k]) (by linarith))
      ⟨j, Finset.mem_erase.mpr ⟨hij, hj⟩, div_lt_div_of_pos_left hj2
        (by linarith [hD j]) (by linarith)⟩
  have hsum := Finset.sum_lt_sum
    (fun k (hk : k ∈ A) => (acceptor_bounds (v := v) hD hk).1) ⟨i, hi, by linarith⟩
  exact hsum.trans_eq hA.symm

end

end ChargeTransferDeletion
```

The same comparison yields a neighbouring result, given here by hand only: for acceptors above the donor, the second-order energies sum to strictly more than the isolated-pair energies as soon as one acceptor in \(A\) couples. If \(v_i\ne0\), the secular equation excludes \(L(\{i\})=0\), so \(L(\{i\})=v_i^2/(D_i+L(\{i\}))<v_i^2/D_i\).

```lean
#print axioms ChargeTransferDeletion.deletion_le_total_le_second_order
#print axioms ChargeTransferDeletion.deletion_strict
```

```
'ChargeTransferDeletion.deletion_le_total_le_second_order' depends on axioms: [propext, Classical.choice, Quot.sound]
'ChargeTransferDeletion.deletion_strict' depends on axioms: [propext, Classical.choice, Quot.sound]
```
